# At a fixed positive frequency below all exciton energies, a finite Lorentzian-broadened spectrum with a 1/ω² prefactor vanishes as the linewidth tends to zero

The spectrum here is a finite sum over excitons with fixed real weights `f s` and energies `E s`, each giving a resonant Lorentzian at `E s` minus an antiresonant one at `-E s`, the whole divided by `w ^ 2`. All lines share the half-width `h` and have the form h/(x² + h²), without the factor 1/π that would give them unit area. The theorem says that at a fixed frequency `w`, positive and below every `E s`, this spectrum tends to zero as `h` decreases to zero. The attempt first shows, by continuity at `h = 0`, that a Lorentzian vanishes with its width at any point other than its centre. It then means to combine these limits through the difference, the weights and the sum, and to divide by the constant `w ^ 2`.

The first attempt, which Lean rejects:

```lean
import Mathlib

open Filter Topology

namespace GapClearsWithoutBroadening

noncomputable section

variable {ι : Type*} [Fintype ι]

/-- Lorentzian line of half-width `h` at detuning `x`, for `x` and `h` not both zero. -/
def lorentzian (h x : ℝ) : ℝ := h / (x ^ 2 + h ^ 2)

/-- Sum of resonant minus antiresonant exciton lines, for `h ≠ 0`. -/
def fullSum (h : ℝ) (f E : ι → ℝ) (w : ℝ) : ℝ :=
  ∑ s, f s * (lorentzian h (w - E s) - lorentzian h (w + E s))

/-- Spectrum with resonant and antiresonant lines and the velocity prefactor `1 / w ^ 2`,
for `w ≠ 0` and, if a line is met at its centre, `h ≠ 0`. -/
def velocityFull (h : ℝ) (f E : ι → ℝ) (w : ℝ) : ℝ := fullSum h f E w / w ^ 2

/-- At a fixed positive frequency below all exciton energies, the full velocity spectrum
tends to zero as the broadening decreases to zero. -/
theorem gap_clears_without_broadening (f E : ι → ℝ) {w : ℝ} (hw : 0 < w)
    (hgap : ∀ s, w < E s) :
    Tendsto (fun h => velocityFull h f E w) (𝓝[>] 0) (𝓝 0) := by
  -- away from its centre, each line disappears with its width
  have hL : ∀ x : ℝ, x ≠ 0 → Tendsto (fun h => lorentzian h x) (𝓝[>] 0) (𝓝 0) := by
    intro x hx
    have hc : ContinuousAt (fun h : ℝ => h / (x ^ 2 + h ^ 2)) 0 :=
      ContinuousAt.div (by fun_prop) (by fun_prop) (by simpa using hx)
    have ht := hc.tendsto.mono_left (nhdsWithin_le_nhds (s := Set.Ioi 0))
    rw [zero_div] at ht
    exact ht
  have hsum : Tendsto (fun h => fullSum h f E w) (𝓝[>] 0)
      (𝓝 (∑ s, f s * ((0 : ℝ) - 0))) :=
    tendsto_finset_sum _ fun s _ =>
      ((hL (w - E s) (by linarith [hgap s] |> fun h : w - E s < 0 => h.ne)).sub
        (hL (w + E s) (by
          have := hgap s
          positivity_extension))).const_mul (f s)
  have ht := hsum.div_const (w ^ 2)
  simpa [velocityFull] using ht

end

end GapClearsWithoutBroadening
```

Lean reports:

```
Main.lean:41:11: error: unknown tactic
Main.lean:37:4: warning: `tendsto_finset_sum` has been deprecated: Use `tendsto_finsetSum` instead
Main.lean:38:6: error: Type mismatch
  Tendsto.sub (hL (w - E s) ((fun h => LT.lt.ne h) ?m.251)) (hL (w + E s) ?m.266)
has type
  Tendsto (fun x => lorentzian x (w - E s) - lorentzian x (w + E s)) (𝓝[>] 0) (𝓝 (0 - 0))
but is expected to have type
  Tendsto (fun h => f s * (lorentzian h (w - E s) - lorentzian h (w + E s))) (𝓝[>] 0) (𝓝 (f s * (0 - 0)))
Main.lean:39:23: error: unsolved goals
ι : Type u_1
inst✝ : Fintype ι
f E : ι → ℝ
w : ℝ
hw : 0 < w
hgap : ∀ (s : ι), w < E s
hL : ∀ (x : ℝ), x ≠ 0 → Tendsto (fun h => lorentzian h x) (𝓝[>] 0) (𝓝 0)
s : ι
x✝ : s ∈ Finset.univ
this : w < E s
⊢ w + E s ≠ 0
Main.lean:26:62: error: unsolved goals
ι : Type u_1
inst✝ : Fintype ι
f E : ι → ℝ
w : ℝ
hw : 0 < w
hgap : ∀ (s : ι), w < E s
hL : ∀ (x : ℝ), x ≠ 0 → Tendsto (fun h => lorentzian h x) (𝓝[>] 0) (𝓝 0)
hsum : Tendsto (fun h => fullSum h f E w) (𝓝[>] 0) (𝓝 (∑ s, f s * (0 - 0)))
⊢ Tendsto (fun h => velocityFull h f E w) (𝓝[>] 0) (𝓝 0)
```

What went wrong. The root error is `unknown tactic`: `positivity_extension` is not a tactic, so Lean stopped parsing the proof there. The other errors follow from this. The goal `w + E s ≠ 0` was left open, and `.const_mul (f s)`, which comes after the bad word, was never read. The term therefore ended at `Tendsto.sub`, whose limit lacks the factor `f s`, hence the type mismatch. The last two lines of the proof were lost too, so the main goal was reported unsolved.

The repair proves `0 < w + E s` with `linarith`, from `hw` and `hgap s`, and `hp.ne'` turns this into the required `w + E s ≠ 0`. With the bad word gone, `.const_mul (f s)` and the closing lines are read again, unchanged.

Replacing `tendsto_finset_sum` by `tendsto_finsetSum` answers the deprecation warning, which was not an error. Naming `w - E s < 0` as `hm` and setting the proof out with `refine` and `exact` are mere tidying.

The mended proof, as a diff:

```diff
@@ -34,10 +34,9 @@
     exact ht
   have hsum : Tendsto (fun h => fullSum h f E w) (𝓝[>] 0)
-      (𝓝 (∑ s, f s * ((0 : ℝ) - 0))) :=
-    tendsto_finset_sum _ fun s _ =>
-      ((hL (w - E s) (by linarith [hgap s] |> fun h : w - E s < 0 => h.ne)).sub
-        (hL (w + E s) (by
-          have := hgap s
-          positivity_extension))).const_mul (f s)
+      (𝓝 (∑ s, f s * ((0 : ℝ) - 0))) := by
+    refine tendsto_finsetSum _ fun s _ => ?_
+    have hm : w - E s < 0 := by linarith [hgap s]
+    have hp : 0 < w + E s := by linarith [hgap s]
+    exact ((hL (w - E s) hm.ne).sub (hL (w + E s) hp.ne')).const_mul (f s)
   have ht := hsum.div_const (w ^ 2)
   simpa [velocityFull] using ht
```
